# Suddenly doubling the width of a hard-walled box leaves the mean energy of a stationary state unchanged

A stationary state of the old box is given on \([0,L]\), but the levels of the doubled box live on \([0,2L]\), so one must first say what the old state is beyond \(L\). I take it to be zero there, and unchanged while the right wall jumps from \(L\) to \(2L\).

For a particle that starts in the ground state, I then expect level 2 of the new box to be found with probability \(1/2\), the other even levels never, and an odd level \(n\) with probability \(32/(\pi^2(n^2-4)^2)\), which is \(32/(9\pi^2)\) for \(n=1\). The mean energy should stay what it was, although the particle is now spread over infinitely many levels. Can this be made rigorous, infinite sums included, and checked by machine?

## Populations of the new levels

Yes, and for every initial level \(k\ge 1\); your case is \(k=1\). Because the old state vanishes beyond \(L\), the overlap with a new level is an integral over \([0,L]\) only:

\[
P_n=\left(\int_0^L \sqrt{\tfrac2L}\,\sin(ax)\,\sqrt{\tfrac1L}\,\sin(bx)\,dx\right)^2=\frac{2}{L^2}\,I_n^2,
\]

with \(a=k\pi/L\), \(b=n\pi/(2L)\) and \(I_n=\int_0^L\sin(ax)\sin(bx)\,dx\).

If \(n\ne 2k\), then \(a^2\ne b^2\), and differentiation confirms that

\[
\frac{b\sin(ax)\cos(bx)-a\cos(ax)\sin(bx)}{a^2-b^2}
\]

is an antiderivative of \(\sin(ax)\sin(bx)\). It vanishes at \(x=0\). At \(x=L\) we have \(\sin(aL)=0\) and \(\cos(aL)=(-1)^k\). Since \(a^2-b^2=-\pi^2(n^2-4k^2)/(4L^2)\),

\[
I_n=(-1)^k\,\frac{4kL\,\sin(n\pi/2)}{\pi(n^2-4k^2)},\qquad
P_n=\frac{32k^2\sin^2(n\pi/2)}{\pi^2(n^2-4k^2)^2}.
\]

The squared sine is 0 for even \(n\) and 1 for odd \(n\). If \(n=2k\), the two waves coincide on \([0,L]\), so \(I_{2k}=\int_0^L\sin^2(ax)\,dx=L/2\) and \(P_{2k}=1/2\).

## Both sum rules from one shifted series

For odd \(n=2j+1\), with \(j\ge0\), put \(u_j=1/(n-2k)\) and \(v_j=1/(n+2k)\). Then \(u_j-v_j=4k/(n^2-4k^2)\) and \(u_j+v_j=2n/(n^2-4k^2)\), so

\[
P_n=\frac{2}{\pi^2}(u_j-v_j)^2,\qquad n^2P_n=\frac{8k^2}{\pi^2}(u_j+v_j)^2 .
\]

Since \(u_jv_j=(u_j-v_j)/(4k)\), both squares have the same shape:

\[
(u_j\mp v_j)^2=u_j^2+v_j^2\mp\frac{1}{2k}(u_j-v_j).
\]

Now let \(g_\tau(y)=1/y^2+\tau/y\). The right-hand side is \(g_\tau(n-2k)+g_\tau(-n-2k)\), with \(\tau=-1/(2k)\) for the upper sign and \(\tau=+1/(2k)\) for the lower. Summing over \(j<N\) adds up \(g_\tau(q-2k)\) over all odd integers \(q\) from \(-(2N-1)\) to \(2N-1\).

Hold \(\tau\) fixed at any real value, and let only the shift \(2k\) vary; the two values of \(\tau\) above are inserted at the end. Replacing \(k\) by \(k+1\) shifts this window by two. It loses \(g_\tau(2N-1-2k)\) at one end and gains \(g_\tau(-2N-1-2k)\) at the other. Both tend to zero as \(N\to\infty\), so the limit does not depend on \(k\). At \(k=0\) the \(\tau\) terms cancel in pairs, and what remains is

\[
2\sum_{j\ge0}\frac1{(2j+1)^2}=2\left(\frac{\pi^2}{6}-\frac{\pi^2}{24}\right)=\frac{\pi^2}{4}.
\]

The odd levels therefore carry total probability \((2/\pi^2)(\pi^2/4)=1/2\), and level \(2k\) supplies the other half.

For the energy, write \(E_n(L)=(n\pi/L)^2\) in units of \(\hbar^2/2m\). The odd levels contribute

\[
\frac{\pi^2}{4L^2}\cdot\frac{8k^2}{\pi^2}\cdot\frac{\pi^2}{4}=\frac{k^2\pi^2}{2L^2}=\tfrac12E_k(L),
\]

and level \(2k\) contributes \(\tfrac12E_{2k}(2L)=\tfrac12E_k(L)\). The total is \(E_k(L)\). For \(k=1\) this reads \(\sum_n P_n n^2/4=1\).

## The physics as Lean states it

`boxState L n` is the normalised sine, written as a function on the whole real line. The cut at \(L\) sits in the integration limits of `doublingProb L k n`, which is \(P_n\). The states are real, so no complex conjugate appears. `boxEnergy L n` is \(E_n(L)\).

The width `L` is a real number with `0 < L`, and the levels are natural numbers. Sums run over all of them, including \(n=0\), whose term is zero. `HasSum f s` says that the series converges to `s` regardless of the order of its terms.

- `doublingProb_resonant`, `doublingProb_even` and `doublingProb_odd` give the three kinds of population.
- `hasSum_doublingProb` says that they add up to 1.
- `mean_energy_unchanged` says that \(\sum_n P_nE_n(2L)=E_k(L)\).

The sudden approximation is built into the definition of `doublingProb`: it stands for a wall that moves so fast that the wave function has no time to respond. There is no time evolution in the file, and the energies are defined by their formula, not derived from a Schrödinger equation. Completeness of the new levels is not assumed either; the total probability comes from the series itself.

The condition `0 < k` matters. For \(k=0\) the function `boxState L 0` is zero, so every \(P_n\) is zero and the probabilities sum to 0, not 1.

For one non-interacting particle in a one-dimensional box with hard walls, these formulas give exact values against which a numerical simulation of a sudden expansion can be compared.

```lean
import Mathlib

open Real Filter Topology

namespace SuddenBoxDoubling

/-- Normalised stationary state `n` of a box `[0, L]`, for `L > 0` and `n ≥ 1`. -/
noncomputable def boxState (L : ℝ) (n : ℕ) (x : ℝ) : ℝ := √(2 / L) * sin (n * π / L * x)

/-- Energy of level `n` in a box of width `L > 0`, in units of `ħ² / 2m`. -/
noncomputable def boxEnergy (L : ℝ) (n : ℕ) : ℝ := (n * π / L) ^ 2

/-- Squared overlap of level `k` of the box `[0, L]` with level `n` of the box `[0, 2L]`,
for `L > 0`. -/
noncomputable def doublingProb (L : ℝ) (k n : ℕ) : ℝ :=
  (∫ x in (0 : ℝ)..L, boxState L k x * boxState (2 * L) n x) ^ 2

/-- The probability is `2 / L²` times the squared integral of the two bare sine waves. -/
theorem doublingProb_eq {L : ℝ} (hL : 0 < L) (k n : ℕ) : doublingProb L k n =
    2 / L ^ 2 * (∫ x in (0 : ℝ)..L, sin (k * π / L * x) * sin (n * π / (2 * L) * x)) ^ 2 := by
  have h : (∫ x in (0 : ℝ)..L, boxState L k x * boxState (2 * L) n x) =
      √(2 / L) * √(2 / (2 * L)) *
        ∫ x in (0 : ℝ)..L, sin (k * π / L * x) * sin (n * π / (2 * L) * x) := by
    rw [← intervalIntegral.integral_const_mul]
    refine intervalIntegral.integral_congr fun x _ => ?_
    simp only [boxState]
    ring
  have hc : 2 / L * (2 / (2 * L)) = 2 / L ^ 2 := by ring
  rw [doublingProb, h, mul_pow, mul_pow, Real.sq_sqrt (by positivity),
    Real.sq_sqrt (by positivity), hc]

/-- Transition probability to every new level `n` other than `2k`. -/
theorem doublingProb_of_ne {L : ℝ} (hL : 0 < L) {k n : ℕ} (hn : n ≠ 2 * k) :
    doublingProb L k n =
      32 * k ^ 2 * sin (n * π / 2) ^ 2 / (π ^ 2 * ((n : ℝ) ^ 2 - 4 * (k : ℝ) ^ 2) ^ 2) := by
  have hD : (n : ℝ) ^ 2 - 4 * (k : ℝ) ^ 2 ≠ 0 := by
    intro h
    have h2 : (n : ℝ) ^ 2 = (2 * (k : ℝ)) ^ 2 := by linear_combination h
    have h3 := (sq_eq_sq₀ (by positivity) (by positivity)).1 h2
    exact hn (by exact_mod_cast h3)
  -- an explicit antiderivative of the product of two sines
  have key : ∀ a b : ℝ, a ^ 2 - b ^ 2 ≠ 0 → (∫ x in (0 : ℝ)..L, sin (a * x) * sin (b * x)) =
      (b * (sin (a * L) * cos (b * L)) - a * (cos (a * L) * sin (b * L))) / (a ^ 2 - b ^ 2) := by
    intro a b h
    have hd : ∀ x ∈ Set.uIcc 0 L, HasDerivAt (fun x : ℝ => (b * (sin (a * x) * cos (b * x))
        - a * (cos (a * x) * sin (b * x))) / (a ^ 2 - b ^ 2)) (sin (a * x) * sin (b * x)) x := by
      intro x _
      have ha := ((hasDerivAt_id' x).const_mul a).congr_deriv (mul_one a)
      have hb := ((hasDerivAt_id' x).const_mul b).congr_deriv (mul_one b)
      refine ((((ha.sin.fun_mul hb.cos).const_mul b).fun_sub
        ((ha.cos.fun_mul hb.sin).const_mul a)).div_const (a ^ 2 - b ^ 2)).congr_deriv ?_
      rw [div_eq_iff h]
      ring
    rw [intervalIntegral.integral_eq_sub_of_hasDerivAt hd
      (Continuous.intervalIntegrable (by fun_prop) _ _)]
    simp
  have hab : ((k : ℝ) * π / L) ^ 2 - ((n : ℝ) * π / (2 * L)) ^ 2 =
      -(π ^ 2 / (4 * L ^ 2)) * ((n : ℝ) ^ 2 - 4 * (k : ℝ) ^ 2) := by ring
  have e1 : (k : ℝ) * π / L * L = k * π := div_mul_cancel₀ _ hL.ne'
  have e2 : (n : ℝ) * π / (2 * L) * L = n * π / 2 := by field_simp
  have hc : cos (k * π) ^ 2 = 1 := by
    rw [Real.cos_sq', Real.sin_nat_mul_pi]
    norm_num
  rw [doublingProb_eq hL, key _ _ (by
    rw [hab]; exact mul_ne_zero (neg_ne_zero.2 (by positivity)) hD), hab, e1, e2,
    Real.sin_nat_mul_pi]
  generalize (n : ℝ) ^ 2 - 4 * (k : ℝ) ^ 2 = D at hD ⊢
  simp only [zero_mul, mul_zero, zero_sub]
  trans 32 * k ^ 2 * cos (k * π) ^ 2 * sin (n * π / 2) ^ 2 / (π ^ 2 * D ^ 2)
  · field_simp
    ring
  · rw [hc, mul_one]

/-- Even levels other than `2k` are not populated. -/
theorem doublingProb_even {L : ℝ} (hL : 0 < L) {k m : ℕ} (hm : m ≠ k) :
    doublingProb L k (2 * m) = 0 := by
  have h : ((2 * m : ℕ) : ℝ) * π / 2 = m * π := by push_cast; ring
  rw [doublingProb_of_ne hL (by omega), h, Real.sin_nat_mul_pi]
  simp

/-- The new level `2k` is populated with probability one half. -/
theorem doublingProb_resonant {L : ℝ} (hL : 0 < L) {k : ℕ} (hk : 0 < k) :
    doublingProb L k (2 * k) = 1 / 2 := by
  have e : ((2 * k : ℕ) : ℝ) * π / (2 * L) = k * π / L := by push_cast; ring
  have hs : sin (k * π / L * L) = 0 := by
    rw [div_mul_cancel₀ _ hL.ne', Real.sin_nat_mul_pi]
  have ha0 : (k : ℝ) * π / L ≠ 0 := by positivity
  rw [doublingProb_eq hL, e]
  generalize (k : ℝ) * π / L = a at hs ha0 ⊢
  obtain ⟨i, hi⟩ : ∃ i : ℝ, i * a = 1 / 2 := ⟨1 / (2 * a), by field_simp⟩
  have hd : ∀ x ∈ Set.uIcc 0 L, HasDerivAt (fun x : ℝ => x / 2 - i * (sin (a * x) * cos (a * x)))
      (sin (a * x) * sin (a * x)) x := by
    intro x _
    have ha := ((hasDerivAt_id' x).const_mul a).congr_deriv (mul_one a)
    refine (((hasDerivAt_id' x).div_const 2).fun_sub
      ((ha.sin.fun_mul ha.cos).const_mul i)).congr_deriv ?_
    linear_combination (-(cos (a * x) ^ 2 - sin (a * x) ^ 2)) * hi
      - (1 / 2) * Real.sin_sq_add_cos_sq (a * x)
  have hI : (∫ x in (0 : ℝ)..L, sin (a * x) * sin (a * x)) = L / 2 := by
    rw [intervalIntegral.integral_eq_sub_of_hasDerivAt hd
      (Continuous.intervalIntegrable (by fun_prop) _ _)]
    simp [hs]
  rw [hI]
  field_simp

/-- Transition probability to the odd level `2j + 1`. -/
theorem doublingProb_odd {L : ℝ} (hL : 0 < L) (k j : ℕ) : doublingProb L k (2 * j + 1) =
    32 * k ^ 2 / (π ^ 2 * ((2 * (j : ℝ) + 1 - 2 * k) * (2 * (j : ℝ) + 1 + 2 * k)) ^ 2) := by
  have h : ((2 * j + 1 : ℕ) : ℝ) * π / 2 = j * π + π / 2 := by push_cast; ring
  have hc : cos (j * π) ^ 2 = 1 := by
    rw [Real.cos_sq', Real.sin_nat_mul_pi]
    norm_num
  rw [doublingProb_of_ne hL (by omega), h, Real.sin_add_pi_div_two, hc]
  push_cast
  ring

/-- The odd number `2j + 1` differs from the even number `2k`. -/
theorem odd_sub_even_ne (j k : ℕ) : 2 * (j : ℝ) + 1 - 2 * k ≠ 0 := by
  intro h
  have h1 : 2 * (j : ℝ) + 1 = 2 * k := by linarith
  have h2 : 2 * j + 1 = 2 * k := by exact_mod_cast h1
  omega

/-- The function `1 / y² + τ / y`, for `y ≠ 0`. -/
noncomputable def poleTerm (τ y : ℝ) : ℝ := y⁻¹ ^ 2 + τ * y⁻¹

/-- Summed symmetrically over the odd integers shifted by `-2k`, the function `1 / y² + τ / y`
gives `π² / 4`. -/
theorem tendsto_odd_window (τ : ℝ) (k : ℕ) :
    Tendsto (fun N : ℕ => ∑ j ∈ Finset.range N,
      (poleTerm τ (2 * (j : ℝ) + 1 - 2 * k) + poleTerm τ (-(2 * (j : ℝ) + 1) - 2 * k)))
      atTop (𝓝 (π ^ 2 / 4)) := by
  induction k with
  | zero =>
    -- odd part of the Basel series
    have he : HasSum (fun j : ℕ => 1 / ((2 * j : ℕ) : ℝ) ^ 2) (π ^ 2 / 24) := by
      have h : HasSum (fun n : ℕ => (1 / 4 : ℝ) * (1 / (n : ℝ) ^ 2)) (1 / 4 * (π ^ 2 / 6)) :=
        hasSum_zeta_two.mul_left (1 / 4)
      convert h using 1
      · funext j
        push_cast
        ring
      · ring
    have hs : Summable (fun j : ℕ => 1 / ((2 * j + 1 : ℕ) : ℝ) ^ 2) :=
      hasSum_zeta_two.summable.comp_injective (i := fun j : ℕ => 2 * j + 1)
        (fun a b h => by simpa using h)
    have hu := (HasSum.even_add_odd (f := fun n : ℕ => 1 / (n : ℝ) ^ 2) he hs.hasSum).unique
      hasSum_zeta_two
    have hv : ∑' j : ℕ, 1 / ((2 * j + 1 : ℕ) : ℝ) ^ 2 = π ^ 2 / 8 := by linarith
    have ht := hs.hasSum.tendsto_sum_nat.const_mul 2
    rw [hv, show (2 : ℝ) * (π ^ 2 / 8) = π ^ 2 / 4 by ring] at ht
    refine ht.congr fun N => ?_
    rw [Finset.mul_sum]
    refine Finset.sum_congr rfl fun j _ => ?_
    have e1 : 2 * (j : ℝ) + 1 - 2 * ((0 : ℕ) : ℝ) = 2 * j + 1 := by push_cast; ring
    have e2 : -(2 * (j : ℝ) + 1) - 2 * ((0 : ℕ) : ℝ) = -(2 * j + 1) := by push_cast; ring
    rw [e1, e2, poleTerm, poleTerm, inv_neg]
    push_cast
    rw [one_div, ← inv_pow]
    ring
  | succ k ih =>
    -- one more shift only changes the two ends of the window
    have hstep : ∀ N : ℕ, ∑ j ∈ Finset.range N, (poleTerm τ (2 * (j : ℝ) + 1 - 2 * ((k + 1 : ℕ) : ℝ))
        + poleTerm τ (-(2 * (j : ℝ) + 1) - 2 * ((k + 1 : ℕ) : ℝ))) =
        ∑ j ∈ Finset.range N, (poleTerm τ (2 * (j : ℝ) + 1 - 2 * k)
          + poleTerm τ (-(2 * (j : ℝ) + 1) - 2 * k))
        - poleTerm τ (2 * (N : ℝ) + (-1 - 2 * k)) + poleTerm τ (-(2 * (N : ℝ) + (1 + 2 * k))) := by
      intro N
      induction N with
      | zero =>
        simp only [Finset.sum_range_zero, poleTerm]
        push_cast
        ring
      | succ N ihN =>
        rw [Finset.sum_range_succ, Finset.sum_range_succ, ihN]
        simp only [poleTerm]
        push_cast
        ring
    have hl : ∀ c : ℝ, Tendsto (fun N : ℕ => (2 * (N : ℝ) + c)⁻¹) atTop (𝓝 0) := fun c =>
      tendsto_inv_atTop_zero.comp (tendsto_atTop_add_const_right _ c
        (tendsto_natCast_atTop_atTop.const_mul_atTop two_pos))
    have h := (ih.sub (((hl (-1 - 2 * k)).pow 2).add ((hl (-1 - 2 * k)).const_mul τ))).add
      (((hl (1 + 2 * k)).pow 2).sub ((hl (1 + 2 * k)).const_mul τ))
    rw [show π ^ 2 / 4 - ((0 : ℝ) ^ 2 + τ * 0) + ((0 : ℝ) ^ 2 - τ * 0) = π ^ 2 / 4 by ring] at h
    refine h.congr fun N => ?_
    rw [hstep N]
    simp only [poleTerm, inv_neg]
    ring

/-- For `k ≥ 1`, the transition probabilities, summed over all natural numbers `n`, add up to one.
-/
theorem hasSum_doublingProb {L : ℝ} (hL : 0 < L) {k : ℕ} (hk : 0 < k) :
    HasSum (fun n => doublingProb L k n) 1 := by
  have he : HasSum (fun m => doublingProb L k (2 * m)) (1 / 2) := by
    rw [← doublingProb_resonant hL hk]
    exact hasSum_single k fun m hm => doublingProb_even hL hm
  have ho : HasSum (fun j => doublingProb L k (2 * j + 1)) (1 / 2) := by
    have hk' : (k : ℝ) ≠ 0 := Nat.cast_ne_zero.2 hk.ne'
    have hp : ∀ j : ℕ, 0 ≤ doublingProb L k (2 * j + 1) := fun j => sq_nonneg _
    refine (hasSum_iff_tendsto_nat_of_nonneg hp _).2 ?_
    have h := (tendsto_odd_window (-1 / (2 * k)) k).const_mul (2 / π ^ 2)
    rw [show 2 / π ^ 2 * (π ^ 2 / 4) = 1 / 2 by field_simp; norm_num] at h
    refine h.congr fun N => ?_
    rw [Finset.mul_sum]
    refine Finset.sum_congr rfl fun j _ => ?_
    have hx := odd_sub_even_ne j k
    have hy : 2 * (j : ℝ) + 1 + 2 * k ≠ 0 := by positivity
    rw [doublingProb_odd hL, show -(2 * (j : ℝ) + 1) - 2 * k = -(2 * j + 1 + 2 * k) by ring,
      poleTerm, poleTerm, inv_neg]
    field_simp
    ring
  convert HasSum.even_add_odd (f := fun n => doublingProb L k n) he ho using 1
  norm_num

/-- Sudden doubling of the box leaves the mean energy unchanged: the new levels, weighted with
their probabilities, average to the energy of the old level `k`. -/
theorem mean_energy_unchanged {L : ℝ} (hL : 0 < L) {k : ℕ} (hk : 0 < k) :
    HasSum (fun n => doublingProb L k n * boxEnergy (2 * L) n) (boxEnergy L k) := by
  have he : HasSum (fun m => doublingProb L k (2 * m) * boxEnergy (2 * L) (2 * m))
      (1 / 2 * boxEnergy (2 * L) (2 * k)) := by
    rw [← doublingProb_resonant hL hk]
    exact hasSum_single k fun m hm => by rw [doublingProb_even hL hm, zero_mul]
  have ho : HasSum (fun j => doublingProb L k (2 * j + 1) * boxEnergy (2 * L) (2 * j + 1))
      (2 * k ^ 2 / L ^ 2 * (π ^ 2 / 4)) := by
    have hk' : (k : ℝ) ≠ 0 := Nat.cast_ne_zero.2 hk.ne'
    have hp : ∀ j : ℕ, 0 ≤ doublingProb L k (2 * j + 1) * boxEnergy (2 * L) (2 * j + 1) :=
      fun j => mul_nonneg (sq_nonneg _) (sq_nonneg _)
    refine (hasSum_iff_tendsto_nat_of_nonneg hp _).2 ?_
    refine ((tendsto_odd_window (1 / (2 * k)) k).const_mul _).congr fun N => ?_
    rw [Finset.mul_sum]
    refine Finset.sum_congr rfl fun j _ => ?_
    have hx := odd_sub_even_ne j k
    have hy : 2 * (j : ℝ) + 1 + 2 * k ≠ 0 := by positivity
    rw [doublingProb_odd hL, show -(2 * (j : ℝ) + 1) - 2 * k = -(2 * j + 1 + 2 * k) by ring,
      poleTerm, poleTerm, inv_neg, boxEnergy]
    push_cast
    field_simp
    ring
  convert HasSum.even_add_odd
    (f := fun n => doublingProb L k n * boxEnergy (2 * L) n) he ho using 1
  simp only [boxEnergy]
  push_cast
  ring

end SuddenBoxDoubling
```

```lean
#print axioms SuddenBoxDoubling.hasSum_doublingProb
#print axioms SuddenBoxDoubling.mean_energy_unchanged
```

```
'SuddenBoxDoubling.hasSum_doublingProb' depends on axioms: [propext, Classical.choice, Quot.sound]
'SuddenBoxDoubling.mean_energy_unchanged' depends on axioms: [propext, Classical.choice, Quot.sound]
```

## How the proof follows the calculation

`doublingProb_eq` pulls the normalisation out of the integral and leaves \(2/L^2\) times \(I_n^2\). In `doublingProb_of_ne`, the step `key` is the antiderivative above: Lean differentiates it, then applies the fundamental theorem of calculus. The hypothesis `n ≠ 2 * k` ensures that the denominator is nonzero. The even and odd cases follow by evaluating \(\sin(n\pi/2)\). `doublingProb_resonant` uses the separate antiderivative \(x/2-\sin(ax)\cos(ax)/(2a)\), where the number `i` plays the part of \(1/(2a)\).

`poleTerm τ y` is \(g_\tau(y)\), and `tendsto_odd_window` is the limit \(\pi^2/4\), proved by induction on `k`. The base case extracts the odd part of Mathlib's `hasSum_zeta_two`. In the induction step, `hstep` is the exact identity for the two ends of the window, itself proved by induction on `N`, and `hl` sends those ends to zero.

The two sum rules share one pattern. The even part `he` has a single nonzero term. The odd part `ho` uses the window with `τ` equal to `-1 / (2 * k)` for the probability and `1 / (2 * k)` for the energy; `field_simp` and `ring` verify the algebra with \(u_j\) and \(v_j\), while `odd_sub_even_ne` keeps \(n-2k\) away from zero. Because the terms are nonnegative, convergence of the partial sums is enough for `HasSum`. Finally, `HasSum.even_add_odd` joins the halves.

The window also yields a neighbouring identity, which the file does not state. Subtracting its limit at \(\tau=0\) from that at \(\tau=1\) gives \(\sum_j(u_j-v_j)=0\), that is,

\[
\sum_{j\ge0}\frac{1}{(2j+1)^2-4k^2}=0\qquad(k\ge1).
\]

Physically, the expansion of the old state in the new levels vanishes at \(x=L\), where the old wall stood.
